# Spin-rotation coupling in a uniformly rotating frame for a finite-dimensional Hamiltonian that commutes with the rotation generator

States are vectors with complex components labelled by a finite index type `n`, and operators are complex matrices. Units have \(\hbar=c=1\). A dagger denotes the conjugate transpose, and a prime the time derivative.

```lean
import Mathlib

open Matrix
open scoped Matrix.Norms.Operator

noncomputable section

namespace SpinRotationCoupling

variable {n : Type*} [Fintype n] [DecidableEq n]
```

The time-independent matrix \(H\) is the Hamiltonian. `Evolves H ψ` is the Schrödinger equation \(\psi'(t)=-iH\psi(t)\) at every real \(t\). In Lean, `HasDerivAt f f' t` says that \(f\) is differentiable at \(t\) with derivative \(f'\), and `*ᵥ` applies a matrix to a vector.

```lean
/-- The state `ψ` obeys `i ψ' = H ψ` at all times, written as `ψ' = -i H ψ`. -/
def Evolves (H : Matrix n n ℂ) (ψ : ℝ → n → ℂ) : Prop :=
  ∀ t, HasDerivAt ψ ((-Complex.I) • (H *ᵥ ψ t)) t
```

The matrix \(J\) generates rotations about a fixed axis, and the real constant \(\omega\) is the angular velocity. The frame change is \(U(t)=e^{i\omega tJ}\), written `frame J ω t`.

```lean
/-- The frame change `exp(i ω t J)` generated by `J` at angular velocity `ω`. -/
def frame (J : Matrix n n ℂ) (ω t : ℝ) : Matrix n n ℂ :=
  NormedSpace.exp (t • ((Complex.I * (ω : ℂ)) • J))
```

The state in the rotating frame is \(\varphi(t)=U(t)\psi(t)\), written `toFrame J ω ψ t`.

```lean
/-- The state `φ(t) = exp(i ω t J) ψ(t)` seen in the rotating frame. -/
def toFrame (J : Matrix n n ℂ) (ω : ℝ) (ψ : ℝ → n → ℂ) (t : ℝ) : n → ℂ :=
  frame J ω t *ᵥ ψ t
```

## (a) A moving matrix acting on a moving state

Let \(U(t)\) be any differentiable matrix and \(\psi(t)\) any differentiable vector. Show that
\[
(U\psi)'=U'\psi+U\psi' .
\]

**Solution.** In components, \((U\psi)_i=\sum_j U_{ij}\psi_j\). The ordinary product rule gives \(\sum_j(U'_{ij}\psi_j+U_{ij}\psi'_j)\), which is component \(i\) of the right side. In the proof, `hE` obtains the derivative of each entry from that of the matrix, and `HasDerivAt.fun_sum` differentiates the sum.

```lean
omit [DecidableEq n] in
/-- Product rule for a time-dependent matrix acting on a time-dependent state. -/
theorem hasDerivAt_mulVec {U : ℝ → Matrix n n ℂ} {U' : Matrix n n ℂ}
    {ψ : ℝ → n → ℂ} {ψ' : n → ℂ} {t : ℝ}
    (hU : HasDerivAt U U' t) (hψ : HasDerivAt ψ ψ' t) :
    HasDerivAt (fun s => U s *ᵥ ψ s) (U' *ᵥ ψ t + U t *ᵥ ψ') t := by
  refine hasDerivAt_pi.2 fun i => ?_
  -- each matrix entry is a continuous linear function of the matrix
  have hE : ∀ j, HasDerivAt (fun s => U s i j) (U' i j) t := fun j => by
    let L : Matrix n n ℂ →ₗ[ℝ] ℂ :=
      { toFun := fun M => M i j
        map_add' := fun _ _ => rfl
        map_smul' := fun _ _ => rfl }
    exact (LinearMap.toContinuousLinearMap L).hasFDerivAt.comp_hasDerivAt t hU
  have hv := hasDerivAt_pi.1 hψ
  have h := HasDerivAt.fun_sum (u := Finset.univ) (fun j _ => (hE j).fun_mul (hv j))
  refine h.congr_deriv ?_
  simp [Matrix.mulVec, dotProduct, Finset.sum_add_distrib]
```

## (b) Derivative of the frame change

Show that, for any \(J\),
\[
U'(t)=i\omega J\,U(t).
\]

**Solution.** Differentiate the exponential series term by term:
\[
\frac{d}{dt}\sum_{k\ge0}\frac{(i\omega tJ)^k}{k!}
=i\omega J\sum_{k\ge1}\frac{(i\omega tJ)^{k-1}}{(k-1)!}=i\omega J\,U(t).
\]
Mathlib supplies this derivative as `hasDerivAt_exp_smul_const'`.

```lean
/-- The frame change `U(t) = exp(i ω t J)` obeys `U' = i ω J U`. -/
theorem frame_hasDerivAt (J : Matrix n n ℂ) (ω t : ℝ) :
    HasDerivAt (frame J ω) ((Complex.I * (ω : ℂ)) • (J * frame J ω t)) t :=
  (hasDerivAt_exp_smul_const' ((Complex.I * (ω : ℂ)) • J) t).congr_deriv
    (smul_mul_assoc _ _ _)
```

## (c) Undoing the rotation

Show that
\[
U(-t)\,U(t)=1 .
\]

**Solution.** The exponents \(-i\omega tJ\) and \(i\omega tJ\) are multiples of the same matrix, so they commute and the exponentials combine into \(e^{0}=1\). Hence \(U(-t)=U(t)^{-1}\), whether or not \(J\) is Hermitian.

```lean
/-- The frame change at time `-t` undoes the frame change at time `t`. -/
theorem frame_neg_mul (J : Matrix n n ℂ) (ω t : ℝ) :
    frame J ω (-t) * frame J ω t = 1 := by
  unfold frame
  rw [← Matrix.exp_add_of_commute _ _ (((Commute.refl _).smul_left _).smul_right _),
    neg_smul, neg_add_cancel, NormedSpace.exp_zero]
```

## (d) A solution through any state

Given a time \(t\) and a vector \(v\), find a solution of the Schrödinger equation with
\[
\psi(t)=v .
\]

**Solution.** Take \(\psi(s)=e^{-isH}e^{itH}v\). By (a) and (b), with \(H\) in place of \(J\) and \(\omega=-1\), \(\psi'(s)=-iH\psi(s)\). At \(s=t\) the exponentials cancel by (c). The propagator \(e^{-isH}\) therefore appears in the code as `frame H (-1) s`.

```lean
/-- Any state `v` prescribed at any time `t` lies on a solution of `i ψ' = H ψ`. -/
theorem exists_solution (H : Matrix n n ℂ) (t : ℝ) (v : n → ℂ) :
    ∃ ψ, Evolves H ψ ∧ ψ t = v := by
  refine ⟨fun s => frame H (-1) s *ᵥ (frame H (-1) (-t) *ᵥ v), fun s => ?_, ?_⟩
  · generalize frame H (-1) (-t) *ᵥ v = w
    refine (hasDerivAt_mulVec (frame_hasDerivAt H (-1) s) (hasDerivAt_const s w)).congr_deriv ?_
    simp [Matrix.neg_mulVec, Matrix.smul_mulVec, Matrix.mulVec_mulVec]
  · have h := frame_neg_mul H (-1) (-t)
    rw [neg_neg] at h
    simp only [Matrix.mulVec_mulVec, h, Matrix.one_mulVec]
```

## (e) The rotating-frame equation without symmetry

Let \(\psi\) solve the Schrödinger equation for \(H\). For arbitrary \(H\) and \(J\), show that
\[
i\varphi'=\left(UHU^{-1}-\omega J\right)\varphi .
\]

**Solution.** By (a) and (b),
\[
\varphi'=i\omega JU\psi-iUH\psi .
\]
Insert \(U^{-1}U=1\) before \(\psi\) in the last term:
\[
\varphi'=i\omega J\varphi-iUHU^{-1}\varphi=-i\left(UHU^{-1}-\omega J\right)\varphi .
\]
Multiplication by \(i\) gives the claim. The code writes \(U^{-1}\) as `frame J ω (-t)`; its step `h` is this insertion, read from right to left.

```lean
/-- For any `H` and `J`, if `ψ` evolves under `H`, then the state in the rotating frame evolves
under the transformed Hamiltonian `U H U⁻¹ - ω J`, with `U = exp(i ω t J)`. -/
theorem rotating_frame_equation {H : Matrix n n ℂ} (J : Matrix n n ℂ) (ω : ℝ)
    {ψ : ℝ → n → ℂ} (hψ : Evolves H ψ) (t : ℝ) :
    HasDerivAt (toFrame J ω ψ) ((-Complex.I) •
      ((frame J ω t * H * frame J ω (-t) - (ω : ℂ) • J) *ᵥ toFrame J ω ψ t)) t := by
  refine (hasDerivAt_mulVec (frame_hasDerivAt J ω t) (hψ t)).congr_deriv ?_
  have h : (frame J ω t * H * frame J ω (-t) - (ω : ℂ) • J) * frame J ω t
      = frame J ω t * H - (ω : ℂ) • (J * frame J ω t) := by
    rw [sub_mul, mul_assoc (frame J ω t * H), frame_neg_mul, mul_one, smul_mul_assoc]
  simp only [toFrame, Matrix.mulVec_mulVec, h, Matrix.sub_mulVec, Matrix.smul_mulVec,
    Matrix.mulVec_smul]
  module
```

## (f) A Hamiltonian symmetric about the axis

Suppose \(HJ=JH\), which says physically that \(H\) is unchanged by the rotations that \(J\) generates (rotations of the spin alone if \(J\) is a spin component), and let \(\psi\) solve the Schrödinger equation for \(H\). Show that
\[
i\varphi'=(H-\omega J)\varphi .
\]

**Solution.** \(H\) commutes with every power of \(J\), hence with \(U^{-1}\). Thus \(UHU^{-1}=UU^{-1}H=H\), and (e) reduces to the claim. In the proof, `hU` is the commutation and `hV` is \(UU^{-1}=1\).

```lean
/-- If `H` commutes with `J` and `ψ` evolves under `H`, then the state in the rotating frame evolves
under `H - ω J`. -/
theorem evolves_of_commute {H J : Matrix n n ℂ} (hc : Commute H J) (ω : ℝ)
    {ψ : ℝ → n → ℂ} (hψ : Evolves H ψ) :
    Evolves (H - (ω : ℂ) • J) (toFrame J ω ψ) := by
  intro t
  have h := rotating_frame_equation J ω hψ t
  -- the frame change leaves `H` itself untouched
  have hU : Commute H (frame J ω (-t)) := ((hc.smul_right _).smul_right _).exp_right
  have hV : frame J ω t * frame J ω (-t) = 1 := by
    simpa only [neg_neg] using frame_neg_mul J ω (-t)
  rwa [mul_assoc, hU.eq, ← mul_assoc, hV, one_mul] at h
```

## (g) Conservation of the norm

Let \(H=H^\dagger\) and let \(\psi\) solve the Schrödinger equation for \(H\). Show that, for all times \(s\) and \(t\),
\[
\psi(s)^\dagger\psi(s)=\psi(t)^\dagger\psi(t).
\]

**Solution.** Differentiate the squared norm:
\[
(\psi^\dagger\psi)'=(-iH\psi)^\dagger\psi+\psi^\dagger(-iH\psi)
=i\left[(H\psi)^\dagger\psi-\psi^\dagger H\psi\right].
\]
Since \((H\psi)^\dagger\psi=\psi^\dagger H^\dagger\psi=\psi^\dagger H\psi\), the bracket vanishes; this is `key` in the proof. A function with zero derivative everywhere is constant.

```lean
omit [DecidableEq n] in
/-- Evolution under a Hermitian Hamiltonian conserves the squared norm of the state. -/
theorem norm_conserved {H : Matrix n n ℂ} (hH : H.IsHermitian) {ψ : ℝ → n → ℂ}
    (hψ : Evolves H ψ) (s t : ℝ) : star (ψ s) ⬝ᵥ ψ s = star (ψ t) ⬝ᵥ ψ t := by
  have hd : ∀ r, HasDerivAt (fun r => star (ψ r) ⬝ᵥ ψ r) 0 r := by
    intro r
    have hv := hasDerivAt_pi.1 (hψ r)
    have h := HasDerivAt.fun_sum (u := Finset.univ)
      (fun j _ => (hv j).star.fun_mul (hv j))
    refine h.congr_deriv ?_
    -- Hermiticity makes the two contributions cancel
    have key : star (H *ᵥ ψ r) ⬝ᵥ ψ r = star (ψ r) ⬝ᵥ (H *ᵥ ψ r) := by
      rw [Matrix.star_mulVec, hH.eq, Matrix.dotProduct_mulVec]
    generalize H *ᵥ ψ r = w at key ⊢
    trans Complex.I * (star w ⬝ᵥ ψ r - star (ψ r) ⬝ᵥ w)
    · simp only [dotProduct, ← Finset.sum_sub_distrib, Finset.mul_sum]
      refine Finset.sum_congr rfl fun j _ => ?_
      simp only [Pi.smul_apply, Pi.star_apply, smul_eq_mul, star_mul', star_neg,
        Complex.star_def, Complex.conj_I]
      ring
    · rw [key, sub_self, mul_zero]
  exact is_const_of_deriv_eq_zero (fun r => (hd r).differentiableAt) (fun r => (hd r).deriv) s t
```

## (h) Spin-rotation coupling

Let \(H\) and \(J\) be commuting Hermitian matrices, and let \(\psi\) solve the Schrödinger equation for \(H\). Show that both statements hold:
\[
i\varphi'=(H-\omega J)\varphi,\qquad
\varphi(t)^\dagger\varphi(t)=\psi(0)^\dagger\psi(0).
\]

**Solution.** The first is (f). Because \(\omega\) is real, \((H-\omega J)^\dagger=H-\omega J\), so (g) applies to \(\varphi\). Finally \(U(0)=1\) gives \(\varphi(0)=\psi(0)\). When \(J\) is a spin component, \(-\omega J\) is the coupling of spin to rotation seen by a uniformly rotating observer, here for a finite-dimensional \(H\) with this symmetry.

```lean
/-- Spin-rotation coupling: for commuting Hermitian `H` and `J` and a solution `ψ` of `i ψ' = H ψ`,
the state `φ(t) = exp(i ω t J) ψ(t)` obeys `i φ' = (H - ω J) φ` and keeps the squared norm of
`ψ(0)`. -/
theorem spin_rotation_coupling {H J : Matrix n n ℂ} (hH : H.IsHermitian)
    (hJ : J.IsHermitian) (hc : Commute H J) (ω : ℝ) {ψ : ℝ → n → ℂ} (hψ : Evolves H ψ) :
    Evolves (H - (ω : ℂ) • J) (toFrame J ω ψ) ∧
      ∀ t, star (toFrame J ω ψ t) ⬝ᵥ toFrame J ω ψ t = star (ψ 0) ⬝ᵥ ψ 0 := by
  have hφ := evolves_of_commute hc ω hψ
  have hK : (H - (ω : ℂ) • J).IsHermitian := by
    unfold Matrix.IsHermitian
    rw [Matrix.conjTranspose_sub, Matrix.conjTranspose_smul, hH.eq, hJ.eq,
      Complex.star_def, Complex.conj_ofReal]
  refine ⟨hφ, fun t => ?_⟩
  rw [norm_conserved hK hφ t 0]
  simp [toFrame, frame]
```

## (i) The symmetry is necessary

Let \(\omega\neq0\). Show that the frame change carries every solution for \(H\) to a solution for \(H-\omega J\) if and only if
\[
HJ=JH .
\]

**Solution.** One direction is (f). For the other, equate the assumed derivative of \(\varphi\) with the one from (a) and (b):
\[
-i(H-\omega J)U\psi=i\omega JU\psi-iUH\psi .
\]
Hence \(HU\psi=UH\psi\). By (d), \(\psi(t)\) can be any vector, so \(HU(t)=U(t)H\) for every \(t\). Differentiating at \(t=0\) gives \(i\omega HJ=i\omega JH\), and \(i\omega\neq0\) cancels. At \(\omega=0\) the frame change is trivial and places no condition on \(J\).

The proof compares derivatives with `unique`, first to obtain `hU` and then at time zero.

```lean
/-- At nonzero angular velocity, every solution for `H` is carried to a solution for
`H - ω J` exactly when `H` commutes with `J`. -/
theorem coupling_iff_commute (H J : Matrix n n ℂ) {ω : ℝ} (hω : ω ≠ 0) :
    (∀ ψ, Evolves H ψ → Evolves (H - (ω : ℂ) • J) (toFrame J ω ψ)) ↔ Commute H J := by
  refine ⟨fun h => ?_, fun hc ψ hψ => evolves_of_commute hc ω hψ⟩
  -- comparing the two derivatives shows that `H` commutes with the frame change
  have hU : ∀ t, frame J ω t * H = H * frame J ω t := by
    intro t
    refine Matrix.toLin'.injective (LinearMap.ext fun v => ?_)
    obtain ⟨ψ, hψ, rfl⟩ := exists_solution H t v
    have e := (h ψ hψ t).unique (hasDerivAt_mulVec (frame_hasDerivAt J ω t) (hψ t))
    simp only [toFrame, Matrix.mulVec_mulVec, sub_mul, smul_mul_assoc, Matrix.sub_mulVec,
      Matrix.smul_mulVec, Matrix.mulVec_smul] at e
    have e2 : (-Complex.I) • ((frame J ω t * H) *ᵥ ψ t)
        = (-Complex.I) • ((H * frame J ω t) *ᵥ ψ t) := by
      linear_combination (norm := module) (-1 : ℂ) • e
    simpa only [Matrix.toLin'_apply] using
      smul_right_injective _ (neg_ne_zero.2 Complex.I_ne_zero) e2
  -- differentiate this relation at time zero
  have h1 := (frame_hasDerivAt J ω 0).mul_const H
  have h2 := (frame_hasDerivAt J ω 0).const_mul H
  rw [show (fun t => frame J ω t * H) = fun t => H * frame J ω t from funext hU] at h1
  have e := h1.unique h2
  have h0 : frame J ω 0 = 1 := by simp [frame]
  rw [h0, mul_one, smul_mul_assoc, mul_smul_comm] at e
  have hz : Complex.I * (ω : ℂ) ≠ 0 :=
    mul_ne_zero Complex.I_ne_zero (Complex.ofReal_ne_zero.2 hω)
  exact (smul_right_injective _ hz e).symm
```

## (j) The free Dirac Hamiltonian and spin

At fixed real momentum \((p_1,p_2,p_3)\) and mass parameter \(m\), the Dirac Hamiltonian \(H_D\) is a \(4\times4\) matrix.

```lean
/-- The free Dirac Hamiltonian `α·p + β m` in the standard representation. -/
def diracHamiltonian (p₁ p₂ p₃ m : ℝ) : Matrix (Fin 4) (Fin 4) ℂ :=
  !![(m : ℂ), 0, (p₃ : ℂ), p₁ - Complex.I * p₂;
     0, (m : ℂ), p₁ + Complex.I * p₂, -(p₃ : ℂ);
     (p₃ : ℂ), p₁ - Complex.I * p₂, -(m : ℂ), 0;
     p₁ + Complex.I * p₂, -(p₃ : ℂ), 0, -(m : ℂ)]
```

The spin component along the third axis is \(S_z=\tfrac12\,\mathrm{diag}(1,-1,1,-1)\).

```lean
/-- The spin component along the third axis for a four-component spinor. -/
def spinZ : Matrix (Fin 4) (Fin 4) ℂ :=
  Matrix.diagonal ![1 / 2, -1 / 2, 1 / 2, -1 / 2]
```

Show that \(H_D\) and \(S_z\) are Hermitian and that
\[
H_DS_z=S_zH_D\iff p_1=p_2=0 .
\]

**Solution.** Hermiticity is read off the entries. With \(s_i\) the diagonal entries of \(S_z\),
\[
(H_DS_z-S_zH_D)_{ij}=(H_D)_{ij}(s_j-s_i).
\]
Only entries linking opposite spins can survive, and those among them that are not identically zero are \(p_1\pm ip_2\), up to sign. They vanish exactly when \(p_1=p_2=0\), since both are real. Counting from zero as Lean does, the proof reads this off entry \((0,3)\), then checks the converse entry by entry.

Part (h) thus applies to \(H_D\) and \(S_z\) when the momentum lies along the rotation axis or vanishes. The model rotates spin alone: orbital angular momentum, which would rotate the momentum too, is absent, as are Lorentz boosts.

```lean
/-- The free Dirac Hamiltonian and the spin along the third axis are Hermitian, and they
commute exactly when the momentum has no component transverse to that axis. -/
theorem dirac_witness (p₁ p₂ p₃ m : ℝ) :
    (diracHamiltonian p₁ p₂ p₃ m).IsHermitian ∧ spinZ.IsHermitian ∧
      (Commute (diracHamiltonian p₁ p₂ p₃ m) spinZ ↔ p₁ = 0 ∧ p₂ = 0) := by
  refine ⟨?_, ?_, fun hc => ?_, ?_⟩
  · ext i j
    fin_cases i <;> fin_cases j <;>
      simp [diracHamiltonian, Matrix.conjTranspose_apply] <;> ring
  · ext i j
    fin_cases i <;> fin_cases j <;> simp [spinZ, Matrix.conjTranspose_apply]
  · -- the corner entry of the commutator isolates the transverse momentum
    have h := congrFun (congrFun hc.eq 0) 3
    unfold spinZ at h
    rw [Matrix.mul_diagonal, Matrix.diagonal_mul] at h
    have h' : ((p₁ : ℂ) - Complex.I * p₂) * (-1 / 2)
        = 1 / 2 * ((p₁ : ℂ) - Complex.I * p₂) := h
    have hz : (p₁ : ℂ) - Complex.I * p₂ = 0 := by linear_combination -h'
    have hr := congrArg Complex.re hz
    have hi := congrArg Complex.im hz
    simp at hr hi
    exact ⟨hr, hi⟩
  · rintro ⟨rfl, rfl⟩
    change _ * _ = _ * _
    ext i j
    unfold spinZ
    rw [Matrix.mul_diagonal, Matrix.diagonal_mul]
    fin_cases i <;> fin_cases j <;> simp [diracHamiltonian] <;> ring

end SpinRotationCoupling
```

```lean
#print axioms SpinRotationCoupling.spin_rotation_coupling
-- 'SpinRotationCoupling.spin_rotation_coupling' depends on axioms: [propext, Classical.choice, Quot.sound]
#print axioms SpinRotationCoupling.coupling_iff_commute
-- 'SpinRotationCoupling.coupling_iff_commute' depends on axioms: [propext, Classical.choice, Quot.sound]
```
